# Eigenvalue criteria for normal matrices to be Hermitian, unitary or orthogonal projections

Let $A$ be a complex $n\times n$ matrix that is normal, $A^\dagger A=AA^\dagger$, where $A^\dagger$ is the conjugate transpose. Then

- $A$ is Hermitian if and only if all its eigenvalues are real;
- $A$ is unitary if and only if all its eigenvalues have modulus one;
- $A$ is an orthogonal projection ($A^\dagger=A$, $A^2=A$) if and only if every eigenvalue is 0 or 1.

Without normality, the eigenvalues do not settle the matter. The shear $S=\begin{pmatrix}1&1\\0&1\end{pmatrix}$ has 1 as its only eigenvalue, which meets all three spectral conditions, yet $S$ is neither Hermitian nor unitary.

## Spectral checks on Hamiltonians and propagators

In a finite orthonormal basis, these criteria say when a spectrum can certify a Hamiltonian matrix as Hermitian, a one-step propagator as unitary, or a one-particle density matrix over spin orbitals (full occupation 1, not the 2 of a spin-summed matrix) as a projector onto occupied orbitals.

An eigenvalue that violates one of the conditions rules out the corresponding property for any matrix, normal or not. If all eigenvalues satisfy the condition, the property holds exactly when the matrix is normal; this may be known from its construction or checked through the size of $A^\dagger A-AA^\dagger$. Testing $A-A^\dagger$ or $A^\dagger A-1$ directly avoids the eigenvalue problem. The shear shows what a purely spectral test can miss: used as a propagator, it sends $(0,1)^T$ to $(k,1)^T$ after $k$ steps, so the norm grows although the only eigenvalue lies on the unit circle.

## From eigenvectors to matrix identities

**The adjoint has the same null vectors.** If $N$ is normal and $Nv=0$, then
$$\|N^\dagger v\|^2=v^\dagger NN^\dagger v=v^\dagger N^\dagger Nv=0,$$
so $N^\dagger v=0$.

**The adjoint shares eigenvectors.** Let $Av=\mu v$. The matrix $N=A-\mu 1$ is normal, since
$$N^\dagger N=A^\dagger A-\mu A^\dagger-\bar\mu A+|\mu|^2 1$$
and $NN^\dagger$ differs only in having $AA^\dagger$ as its first term. Hence $A^\dagger v=\bar\mu v$.

**A vanishing criterion.** Let $C$ be normal, commute with $A$, and annihilate every eigenvector of $A$. Suppose $C\ne0$. The range of $C$ is then nonzero, and $A$ maps it into itself because $ACu=CAu$. It therefore contains an eigenvector $v=Cu\neq0$ of $A$. By assumption $Cv=0$, so $C^\dagger v=0$, and
$$v^\dagger v=(Cu)^\dagger v=u^\dagger C^\dagger v=0,$$
a contradiction. Thus $C=0$.

**Three choices of $C$.** On an eigenvector with eigenvalue $\mu$,
$$\begin{aligned}(A^\dagger-A)v&=(\bar\mu-\mu)v,\\(A^\dagger A-1)v&=(|\mu|^2-1)v,\\(A^2-A)v&=(\mu^2-\mu)v.\end{aligned}$$
If the matrix on the left is zero, so is the scalar on the right, because $v\neq0$; this gives the spectral conditions. Conversely, the spectral conditions make these scalars vanish. All three matrices commute with $A$. The first is anti-Hermitian and the second Hermitian, so both are normal. For the third, the eigenvalues 0 and 1 are real, so $A$ is already Hermitian and $A^2-A$ is too. The vanishing criterion then gives $C=0$ in each case.

**The shear.** With components $v_0,v_1$, the eigenvalue equations are $v_0+v_1=\mu v_0$ and $v_1=\mu v_1$. If $\mu\neq1$, the second gives $v_1=0$ and the first then gives $v_0=0$. For $\mu=1$, $(1,0)^T$ is an eigenvector. The upper-left entries of $S^\dagger S$ and $SS^\dagger$ are 1 and 2, so $S$ is neither normal nor unitary; its off-diagonal entries show that it is not Hermitian.

## The Lean development

```lean
import Mathlib

open Matrix
open scoped ComplexOrder

namespace NormalMatrixSpectrum

variable {n : Type*} [Fintype n] [DecidableEq n]

/-- A complex matrix is normal when it commutes with its adjoint. -/
def IsNormalMatrix (A : Matrix n n ℂ) : Prop := Aᴴ * A = A * Aᴴ

/-- `μ` is an eigenvalue of `A` when `A v = μ v` for some nonzero vector `v`. -/
def IsEigenvalue (A : Matrix n n ℂ) (μ : ℂ) : Prop :=
  ∃ v : n → ℂ, v ≠ 0 ∧ A *ᵥ v = μ • v

/-- The shear matrix with rows `(1, 1)` and `(0, 1)`. -/
def shear : Matrix (Fin 2) (Fin 2) ℂ := !![1, 1; 0, 1]

omit [DecidableEq n] in
/-- A vector annihilated by a normal matrix is also annihilated by its adjoint. -/
theorem adjoint_mulVec_eq_zero {N : Matrix n n ℂ} (hN : IsNormalMatrix N)
    {v : n → ℂ} (h : N *ᵥ v = 0) : Nᴴ *ᵥ v = 0 := by
  have hN' : Nᴴ * N = N * Nᴴ := hN
  -- the squared norm of `Nᴴ v` is zero
  have key : star (Nᴴ *ᵥ v) ⬝ᵥ (Nᴴ *ᵥ v) = 0 := by
    rw [Matrix.star_mulVec, Matrix.conjTranspose_conjTranspose, ← Matrix.dotProduct_mulVec,
      Matrix.mulVec_mulVec, ← hN', ← Matrix.mulVec_mulVec, h, Matrix.mulVec_zero,
      dotProduct_zero]
  exact dotProduct_star_self_eq_zero.mp key

/-- An eigenvector of a normal matrix for `μ` is an eigenvector of the adjoint for the
complex conjugate of `μ`. -/
theorem adjoint_eigenvector {A : Matrix n n ℂ} (hA : IsNormalMatrix A) {μ : ℂ}
    {v : n → ℂ} (h : A *ᵥ v = μ • v) : Aᴴ *ᵥ v = star μ • v := by
  have hA' : Aᴴ * A = A * Aᴴ := hA
  have e : ∀ c : ℂ, (c • (1 : Matrix n n ℂ)) *ᵥ v = c • v := by
    intro c
    ext i
    simp [Matrix.mulVec, dotProduct, Matrix.one_apply]
  -- the shifted matrix `A - μ` is again normal
  have hN : IsNormalMatrix (A - μ • (1 : Matrix n n ℂ)) := by
    simp only [IsNormalMatrix, Matrix.conjTranspose_sub, Matrix.conjTranspose_smul,
      Matrix.conjTranspose_one, sub_mul, mul_sub, smul_mul_assoc, mul_smul_comm, one_mul,
      mul_one, hA']
    module
  have h0 : (A - μ • (1 : Matrix n n ℂ)) *ᵥ v = 0 := by
    rw [Matrix.sub_mulVec, e, h, sub_self]
  have h1 := adjoint_mulVec_eq_zero hN h0
  rw [Matrix.conjTranspose_sub, Matrix.conjTranspose_smul, Matrix.conjTranspose_one,
    Matrix.sub_mulVec, e] at h1
  exact sub_eq_zero.mp h1

/-- A normal matrix that commutes with `A` and annihilates every eigenvector of `A` is zero. -/
theorem eq_zero_of_annihilates_eigenvectors {A C : Matrix n n ℂ} (hC : IsNormalMatrix C)
    (hAC : A * C = C * A)
    (h : ∀ (μ : ℂ) (v : n → ℂ), A *ᵥ v = μ • v → C *ᵥ v = 0) : C = 0 := by
  by_contra hne
  have hex : ∃ w : n → ℂ, C *ᵥ w ≠ 0 := by
    by_contra hh
    apply hne
    ext i j
    have hj : C *ᵥ (Pi.single j 1) = 0 := by
      by_contra h'
      exact hh ⟨_, h'⟩
    simpa using congrFun hj i
  obtain ⟨w, hw⟩ := hex
  -- the range of `C` is a nonzero subspace invariant under `A`
  have hW : ∀ x ∈ LinearMap.range C.mulVecLin,
      A.mulVecLin x ∈ LinearMap.range C.mulVecLin := by
    rintro _ ⟨u, rfl⟩
    exact ⟨A *ᵥ u, by simp only [Matrix.mulVecLin_apply, Matrix.mulVec_mulVec, hAC]⟩
  have : Nontrivial (LinearMap.range C.mulVecLin) :=
    ⟨⟨⟨C *ᵥ w, ⟨w, rfl⟩⟩, 0, fun e => hw (congrArg Subtype.val e)⟩⟩
  -- so it contains an eigenvector `v = C u` of `A`
  obtain ⟨μ, hμ⟩ := Module.End.exists_eigenvalue (A.mulVecLin.restrict hW)
  obtain ⟨v, hv⟩ := hμ.exists_hasEigenvector
  have hAv : A *ᵥ (v : n → ℂ) = μ • (v : n → ℂ) := congrArg Subtype.val hv.apply_eq_smul
  obtain ⟨u, hu⟩ := v.2
  have hu' : C *ᵥ u = (v : n → ℂ) := hu
  have h2 := adjoint_mulVec_eq_zero hC (h μ v hAv)
  -- and `v` is orthogonal to itself
  have h3 : star (v : n → ℂ) ⬝ᵥ (v : n → ℂ) = 0 := by
    calc star (v : n → ℂ) ⬝ᵥ (v : n → ℂ) = star (C *ᵥ u) ⬝ᵥ (v : n → ℂ) := by rw [hu']
      _ = 0 := by rw [Matrix.star_mulVec, ← Matrix.dotProduct_mulVec, h2, dotProduct_zero]
  exact hv.2 (Subtype.ext (dotProduct_star_self_eq_zero.mp h3))

/-- A normal matrix is Hermitian if and only if all its eigenvalues are real. -/
theorem isHermitian_iff_eigenvalues_real {A : Matrix n n ℂ} (hA : IsNormalMatrix A) :
    A.IsHermitian ↔ ∀ μ, IsEigenvalue A μ → μ.im = 0 := by
  have hA' : Aᴴ * A = A * Aᴴ := hA
  constructor
  · rintro hH μ ⟨v, hv, h⟩
    have h1 := adjoint_eigenvector hA h
    rw [hH.eq, h] at h1
    have e : μ = star μ := smul_left_injective ℂ hv h1
    exact Complex.conj_eq_iff_im.mp e.symm
  · intro hr
    -- the difference `Aᴴ - A` is normal
    have hC : IsNormalMatrix (Aᴴ - A) := by
      simp only [IsNormalMatrix, Matrix.conjTranspose_sub, Matrix.conjTranspose_conjTranspose]
      noncomm_ring
    refine sub_eq_zero.mp (eq_zero_of_annihilates_eigenvectors (A := A) hC ?_ ?_)
    · rw [mul_sub, sub_mul, hA']
    · intro μ v h
      by_cases hv : v = 0
      · rw [hv, Matrix.mulVec_zero]
      · have e : star μ = μ := Complex.conj_eq_iff_im.mpr (hr μ ⟨v, hv, h⟩)
        rw [Matrix.sub_mulVec, adjoint_eigenvector hA h, h, e, sub_self]

/-- A normal matrix is unitary if and only if all its eigenvalues have modulus one. -/
theorem unitary_iff_eigenvalues_norm_one {A : Matrix n n ℂ} (hA : IsNormalMatrix A) :
    A ∈ Matrix.unitaryGroup n ℂ ↔ ∀ μ, IsEigenvalue A μ → ‖μ‖ = 1 := by
  have hA' : Aᴴ * A = A * Aᴴ := hA
  -- on an eigenvector, `Aᴴ A` acts as the squared modulus of the eigenvalue
  have gram : ∀ (μ : ℂ) (v : n → ℂ), A *ᵥ v = μ • v →
      (Aᴴ * A) *ᵥ v = ((‖μ‖ ^ 2 : ℝ) : ℂ) • v := by
    intro μ v h
    have e : μ * star μ = ((‖μ‖ ^ 2 : ℝ) : ℂ) := by
      rw [← Complex.normSq_eq_norm_sq]
      exact Complex.mul_conj μ
    rw [← Matrix.mulVec_mulVec, h, Matrix.mulVec_smul, adjoint_eigenvector hA h, smul_smul, e]
  rw [Matrix.mem_unitaryGroup_iff', Matrix.star_eq_conjTranspose]
  constructor
  · rintro hU μ ⟨v, hv, h⟩
    have h1 := gram μ v h
    rw [hU, Matrix.one_mulVec] at h1
    have e : (1 : ℂ) = ((‖μ‖ ^ 2 : ℝ) : ℂ) :=
      smul_left_injective ℂ hv ((one_smul ℂ v).trans h1)
    have e' : (1 : ℝ) = ‖μ‖ ^ 2 := by exact_mod_cast e
    have h2 : (‖μ‖ - 1) * (‖μ‖ + 1) = 0 := by linear_combination -e'
    rcases mul_eq_zero.mp h2 with h3 | h3 <;> linarith [norm_nonneg μ]
  · intro hr
    have hC : IsNormalMatrix (Aᴴ * A - 1) := by
      simp only [IsNormalMatrix, Matrix.conjTranspose_sub, Matrix.conjTranspose_mul,
        Matrix.conjTranspose_conjTranspose, Matrix.conjTranspose_one]
    refine sub_eq_zero.mp (eq_zero_of_annihilates_eigenvectors (A := A) hC ?_ ?_)
    · rw [mul_sub, sub_mul, ← mul_assoc, ← hA', mul_one, one_mul]
    · intro μ v h
      by_cases hv : v = 0
      · rw [hv, Matrix.mulVec_zero]
      · rw [Matrix.sub_mulVec, gram μ v h, hr μ ⟨v, hv, h⟩, Matrix.one_mulVec]
        simp

/-- A normal matrix is an orthogonal projection (Hermitian and idempotent) if and only if
each of its eigenvalues is 0 or 1. -/
theorem projection_iff_eigenvalues_zero_or_one {A : Matrix n n ℂ} (hA : IsNormalMatrix A) :
    (A.IsHermitian ∧ A * A = A) ↔ ∀ μ, IsEigenvalue A μ → μ = 0 ∨ μ = 1 := by
  have sq : ∀ (μ : ℂ) (v : n → ℂ), A *ᵥ v = μ • v → (A * A) *ᵥ v = (μ * μ) • v := by
    intro μ v h
    rw [← Matrix.mulVec_mulVec, h, Matrix.mulVec_smul, h, smul_smul]
  constructor
  · rintro ⟨-, hP⟩ μ ⟨v, hv, h⟩
    have h1 := sq μ v h
    rw [hP, h] at h1
    have e : μ = μ * μ := smul_left_injective ℂ hv h1
    have h2 : μ * (μ - 1) = 0 := by linear_combination -e
    exact (mul_eq_zero.mp h2).imp id sub_eq_zero.mp
  · intro hr
    have hH : A.IsHermitian := (isHermitian_iff_eigenvalues_real hA).mpr fun μ hμ => by
      rcases hr μ hμ with h | h <;> simp [h]
    have hC : IsNormalMatrix (A * A - A) := by
      simp only [IsNormalMatrix, Matrix.conjTranspose_sub, Matrix.conjTranspose_mul, hH.eq]
    refine ⟨hH, sub_eq_zero.mp (eq_zero_of_annihilates_eigenvectors (A := A) hC ?_ ?_)⟩
    · noncomm_ring
    · intro μ v h
      by_cases hv : v = 0
      · rw [hv, Matrix.mulVec_zero]
      · rw [Matrix.sub_mulVec, sq μ v h, h]
        rcases hr μ ⟨v, hv, h⟩ with h0 | h0 <;> simp [h0]

/-- The number 1 is the only eigenvalue of the shear matrix. -/
theorem shear_eigenvalue_iff (μ : ℂ) : IsEigenvalue shear μ ↔ μ = 1 := by
  constructor
  · rintro ⟨v, hv, h⟩
    have h0 : v 0 + v 1 = μ * v 0 := by
      have := congrFun h 0
      simpa [shear, Matrix.mulVec, dotProduct, Fin.sum_univ_two] using this
    have h1 : v 1 = μ * v 1 := by
      have := congrFun h 1
      simpa [shear, Matrix.mulVec, dotProduct, Fin.sum_univ_two] using this
    by_contra hμ
    have hm : 1 - μ ≠ 0 := sub_ne_zero.mpr (Ne.symm hμ)
    have p1 : (1 - μ) * v 1 = 0 := by linear_combination h1
    have v1 : v 1 = 0 := (mul_eq_zero.mp p1).resolve_left hm
    have p0 : (1 - μ) * v 0 = 0 := by linear_combination h0 - v1
    have v0 : v 0 = 0 := (mul_eq_zero.mp p0).resolve_left hm
    apply hv
    ext i
    fin_cases i
    · exact v0
    · exact v1
  · rintro rfl
    refine ⟨![1, 0], fun e => by simpa using congrFun e 0, ?_⟩
    ext i
    fin_cases i <;> simp [shear, Matrix.mulVec, dotProduct, Fin.sum_univ_two]

/-- The shear matrix is neither normal, nor Hermitian, nor unitary. -/
theorem shear_not_normal_hermitian_unitary :
    ¬ IsNormalMatrix shear ∧ ¬ shear.IsHermitian ∧
      shear ∉ Matrix.unitaryGroup (Fin 2) ℂ := by
  refine ⟨fun h => ?_, fun h => ?_, fun h => ?_⟩
  · have h' : shearᴴ * shear = shear * shearᴴ := h
    have h0 := congrFun (congrFun h' 0) 0
    simp [shear, Matrix.mul_apply, Fin.sum_univ_two] at h0
  · have h0 := congrFun (congrFun h.eq 0) 1
    simp [shear] at h0
  · rw [Matrix.mem_unitaryGroup_iff, Matrix.star_eq_conjTranspose] at h
    have h0 := congrFun (congrFun h 0) 0
    simp [shear, Matrix.mul_apply, Fin.sum_univ_two] at h0

end NormalMatrixSpectrum
```

```lean
#print axioms NormalMatrixSpectrum.unitary_iff_eigenvalues_norm_one
#print axioms NormalMatrixSpectrum.projection_iff_eigenvalues_zero_or_one
#print axioms NormalMatrixSpectrum.shear_eigenvalue_iff
#print axioms NormalMatrixSpectrum.shear_not_normal_hermitian_unitary
```

```
'NormalMatrixSpectrum.unitary_iff_eigenvalues_norm_one' depends on axioms: [propext, Classical.choice, Quot.sound]
'NormalMatrixSpectrum.projection_iff_eigenvalues_zero_or_one' depends on axioms: [propext, Classical.choice, Quot.sound]
'NormalMatrixSpectrum.shear_eigenvalue_iff' depends on axioms: [propext, Classical.choice, Quot.sound]
'NormalMatrixSpectrum.shear_not_normal_hermitian_unitary' depends on axioms: [propext, Classical.choice, Quot.sound]
```

## Lean definitions, proof steps and numerical limits

The finite type `n` labels the basis, `ᴴ` is the adjoint, and `*ᵥ` applies a matrix to a vector. `IsEigenvalue A μ` requires a nonzero eigenvector. Each of the three criteria takes normality as the hypothesis `hA`.

`adjoint_mulVec_eq_zero` and `adjoint_eigenvector` are the first two steps above. `eq_zero_of_annihilates_eigenvectors` is the vanishing criterion: it restricts `A` to the range of `C` and obtains the eigenvector from `Module.End.exists_eigenvalue`, which is where finite dimension and complex scalars enter. The three `iff` theorems insert the choices of $C$, and `smul_left_injective` cancels the nonzero eigenvector in the opposite direction. The shear theorems compare components and matrix entries.

The adjoint belongs to the standard inner product, so for an operator given in a non-orthogonal basis the criteria can be applied after transforming its matrix to an orthonormal basis. The statements concern exact matrices and eigenvalues: they supply no rounding tolerance, and they do not cover operators on infinite-dimensional spaces.
